# The partial trace is the only matrix that reproduces every local trace, and it preserves positivity

Take two qubits in the state $(|00\rangle+|11\rangle)/\sqrt2$. Label the basis states by pairs, the first qubit's state followed by the second's. The density matrix $\rho$ then has the entry $\rho_{(i,k),(j,l)}=\tfrac12$ when $i=k$ and $j=l$, and zero otherwise. Now measure an observable $X$ on the first qubit alone. On the pair it acts as $X\otimes 1$, with entries $(X\otimes 1)_{(j,l),(i,k)}=X_{ji}\,\delta_{lk}$, and its expectation value is

$$
\operatorname{Tr}\big(\rho\,(X\otimes 1)\big)=\tfrac12\sum_{i,j}X_{ji}\,\delta_{ji}=\tfrac12\,(X_{00}+X_{11}).
$$

This equals $\operatorname{Tr}(RX)$ with $R=\tfrac12\,1$. The coherence between $|00\rangle$ and $|11\rangle$ has disappeared because the identity on the second qubit only connects equal states of that qubit. What survives is the part of $\rho$ that is diagonal in the second index, summed over that index.

## Local traces fix the reduced matrix

Let the first subsystem have basis states $i,j$ from a finite set $m$, and the second have basis states $k,l$ from a finite set $n$. For any complex matrix $\rho$ on $m\times n$, define the partial trace over the second subsystem by

$$
R_{ij}=\sum_k \rho_{(i,k),(j,k)} .
$$

The claim is that this $R$ is the one matrix on $m$ with $\operatorname{Tr}(RX)=\operatorname{Tr}(\rho(X\otimes1))$ for all $X$, and that $R$ is positive semidefinite whenever $\rho$ is.

**The trace relation.** Write out the product and the trace, use the Kronecker delta to remove the sum over $l$, and exchange the finite sums:

$$
\operatorname{Tr}\big(\rho(X\otimes1)\big)
=\sum_{i,k}\sum_{j,l}\rho_{(i,k),(j,l)}X_{ji}\delta_{lk}
=\sum_{i,j}\Big(\sum_k\rho_{(i,k),(j,k)}\Big)X_{ji}
=\operatorname{Tr}(RX).
$$

**Uniqueness.** Suppose $\operatorname{Tr}(AX)=\operatorname{Tr}(BX)$ for all $X$. Choose for $X$ the matrix $E_{ji}$ whose only nonzero entry is a 1 in row $j$, column $i$. Then $\operatorname{Tr}(AE_{ji})=A_{ij}$ and $\operatorname{Tr}(BE_{ji})=B_{ij}$, so the two matrices agree entry by entry.

**Hermitian tests suffice.** A matrix unit with $i\neq j$ is not an observable. For any $X$, however, the matrices $H_1=X+X^\dagger$ and $H_2=\mathrm i(X-X^\dagger)$ are both Hermitian, and

$$
X=\tfrac12H_1-\tfrac{\mathrm i}{2}H_2 .
$$

Since the trace is linear, agreement on all Hermitian matrices implies agreement on all matrices. For a density matrix this means that the expectation values of the observables of the first subsystem determine its reduced state.

**Positivity.** Split $R=\sum_k\rho^{(k)}$ into the diagonal blocks $\rho^{(k)}_{ij}=\rho_{(i,k),(j,k)}$. Each block is Hermitian if $\rho$ is. For a vector $v$ on the first subsystem and the basis vector $e_k$ of the second,

$$
v^\dagger\rho^{(k)}v=(v\otimes e_k)^\dagger\,\rho\,(v\otimes e_k)\ge0 .
$$

Each block is therefore positive semidefinite, and so is their sum.

**Normalisation and products.** Summing the diagonal of $R$ gives $\operatorname{Tr}R=\sum_{i,k}\rho_{(i,k),(i,k)}=\operatorname{Tr}\rho$, so density matrices reduce to density matrices. For $\rho=A\otimes B$ the definition gives $R_{ij}=\sum_kA_{ij}B_{kk}=\operatorname{Tr}(B)\,A_{ij}$. If $B$ has trace one, the reduced matrix is $A$ itself.

## Diagonal observables do not see coherences

If the first subsystem has at least two basis states, observables that are diagonal in one fixed basis are not enough for uniqueness. Return to the two-qubit state of the opening and admit only diagonal $X$. The correct reduced matrix $R=\tfrac12\,1$ and the matrix

$$
R'=\tfrac12\begin{pmatrix}1&1\\1&1\end{pmatrix}
$$

both give $\tfrac12(X_{00}+X_{11})$, although $R$ is maximally mixed and $R'$ is a pure state. The observable $\sigma_x$ separates them: $\operatorname{Tr}(R\sigma_x)=0$ agrees with the two-qubit state, whereas $\operatorname{Tr}(R'\sigma_x)=1$ does not. Here the populations in a single basis leave the coherences undetermined.

## Composite indices and the definition in Lean

The types `m` and `n` hold the basis labels of the two subsystems, and a matrix on the composite system is indexed by pairs in `m × n`. The type `n` is finite throughout; finiteness of `m` is requested only where a trace over the first subsystem occurs. The notation `⊗ₖ` is Mathlib's Kronecker product. With `ComplexOrder` open, `0 ≤ z` for a complex number means that `z` is real and nonnegative.

```lean
import Mathlib

open Matrix
open scoped Kronecker ComplexOrder

namespace PartialTraceReducedState

variable {m n : Type*} [Fintype n]
```

The definition is the entry formula from above, with the same indices. The first factor is kept and the second is summed over. Because the partial trace is given by its entries, its relation to local operators is something to prove.

```lean
/-- The partial trace over the second subsystem: the entries of `ρ` are summed over
equal states `k` of that subsystem. -/
noncomputable def partialTrace (ρ : Matrix (m × n) (m × n) ℂ) : Matrix m m ℂ :=
  Matrix.of fun i j => ∑ k, ρ (i, k) (j, k)
```

A density matrix is a positive semidefinite matrix of trace one. In Mathlib, `PosSemidef` includes Hermiticity.

```lean
/-- A density matrix is a positive semidefinite matrix of trace one. -/
def IsDensityMatrix {d : Type*} [Fintype d] (ρ : Matrix d d ℂ) : Prop :=
  ρ.PosSemidef ∧ ρ.trace = 1
```

## The trace relation and its converse

The first theorem holds for every complex `ρ`, with no condition of Hermiticity, positivity or normalisation. The traces can be read as expectation values when `ρ` is a density matrix and `X` is Hermitian.

The `simp only` call expands both traces into sums over entries and uses the identity on the second factor to collapse one sum, as the factor $\delta_{lk}$ did by hand. For each fixed `i`, the two sides then differ only in the order of the sums over $j$ and $k$, which `Finset.sum_comm` exchanges.

```lean
/-- The partial trace reproduces the trace of `ρ` against every operator `X ⊗ 1` that acts
on the first subsystem only. -/
theorem trace_partialTrace_mul [Fintype m] [DecidableEq n]
    (ρ : Matrix (m × n) (m × n) ℂ) (X : Matrix m m ℂ) :
    (partialTrace ρ * X).trace = (ρ * (X ⊗ₖ (1 : Matrix n n ℂ))).trace := by
  simp only [partialTrace, Matrix.trace, Matrix.diag_apply, Matrix.mul_apply, Matrix.of_apply,
    Matrix.kroneckerMap_apply, Fintype.sum_prod_type, Matrix.one_apply, Finset.sum_mul,
    mul_ite, mul_one, mul_zero, Finset.sum_ite_eq', Finset.mem_univ, if_true]
  -- only the order of the sums over the two subsystems differs
  refine Finset.sum_congr rfl fun i _ => ?_
  rw [Finset.sum_comm]
```

Uniqueness is a statement about two matrices on `m` and does not involve the composite system. The proof inserts the matrix unit $E_{ji}$ into the hypothesis, and `simpa` reduces the two traces to the entries `A i j` and `B i j`.

```lean
/-- A matrix is determined by its traces against all matrices. -/
theorem eq_of_trace_mul_eq [Fintype m] {A B : Matrix m m ℂ}
    (h : ∀ X : Matrix m m ℂ, (A * X).trace = (B * X).trace) : A = B := by
  classical
  ext i j
  -- test with the matrix unit that has its only entry in row j, column i
  have hij := h (Matrix.of fun k l => if k = j then (if l = i then 1 else 0) else 0)
  simpa [Matrix.trace, Matrix.mul_apply] using hij
```

The Hermitian version assumes less, since agreement is required only for Hermitian `X`. The auxiliary statement `key` is arithmetic with four numbers, which stand for $\operatorname{Tr}(AX)$, $\operatorname{Tr}(AX^\dagger)$, $\operatorname{Tr}(BX)$ and $\operatorname{Tr}(BX^\dagger)$. If the sums agree and the differences multiplied by $\mathrm i$ agree, then the first numbers of the two pairs agree. The steps `hX1` and `hX2` verify that $H_1$ and $H_2$ are Hermitian. Linearity of the trace then brings the two instances of the hypothesis into the form that `key` expects.

```lean
/-- A matrix is already determined by its traces against all Hermitian matrices. -/
theorem eq_of_trace_mul_hermitian_eq [Fintype m] {A B : Matrix m m ℂ}
    (h : ∀ X : Matrix m m ℂ, X.IsHermitian → (A * X).trace = (B * X).trace) : A = B := by
  -- the sum and the difference of two numbers determine the first of them
  have key : ∀ a a' b b' : ℂ, a + a' = b + b' →
      Complex.I * (a - a') = Complex.I * (b - b') → a = b := by
    intro a a' b b' h1 h2
    have h3 := mul_left_cancel₀ Complex.I_ne_zero h2
    linear_combination (1 / 2) * h1 + (1 / 2) * h3
  have hI : star Complex.I = -Complex.I := Complex.conj_I
  apply eq_of_trace_mul_eq
  intro X
  -- the two Hermitian combinations of X and its adjoint
  have hX1 : (X + Xᴴ).IsHermitian := by
    unfold Matrix.IsHermitian
    rw [Matrix.conjTranspose_add, Matrix.conjTranspose_conjTranspose, add_comm]
  have hX2 : (Complex.I • (X - Xᴴ)).IsHermitian := by
    unfold Matrix.IsHermitian
    rw [Matrix.conjTranspose_smul, Matrix.conjTranspose_sub,
      Matrix.conjTranspose_conjTranspose, hI, neg_smul, ← smul_neg, neg_sub]
  have h1 := h _ hX1
  have h2 := h _ hX2
  simp only [Matrix.mul_add, Matrix.trace_add] at h1
  simp only [Matrix.mul_smul, Matrix.mul_sub, Matrix.trace_smul, Matrix.trace_sub,
    smul_eq_mul] at h2
  exact key _ _ _ _ h1 h2
```

## Positivity from diagonal blocks

The statement `hsum` is the decomposition $R=\sum_k\rho^{(k)}$. The block with label `k` is written as a `submatrix`, in which rows and columns are both selected by the map `i ↦ (i, k)`. Mathlib knows that such a selection preserves positive semidefiniteness and that a finite sum of positive semidefinite matrices is again positive semidefinite. These two facts take the place of the calculation with $v\otimes e_k$.

```lean
/-- The partial trace of a positive semidefinite matrix is positive semidefinite. -/
theorem partialTrace_posSemidef {ρ : Matrix (m × n) (m × n) ℂ} (hρ : ρ.PosSemidef) :
    (partialTrace ρ).PosSemidef := by
  -- the partial trace is the sum of the diagonal blocks of ρ
  have hsum : partialTrace ρ =
      ∑ k : n, ρ.submatrix (fun i : m => (i, k)) (fun i : m => (i, k)) := by
    ext i j
    simp [partialTrace, Matrix.sum_apply]
  rw [hsum]
  exact Matrix.posSemidef_sum _ fun k _ => hρ.submatrix _
```

## The characterisation in one statement

The main theorem joins the two halves of the claim. Its first part says, for every `R`, that `R` satisfies the trace relation for all `X` if and only if `R` equals `partialTrace ρ`. Read from right to left, this says that the partial trace has the property; read from left to right, that no other matrix has it. The second part is the implication for positivity.

In the proof, a candidate `R` and the partial trace both reproduce $\operatorname{Tr}(\rho(X\otimes1))$, so they have equal traces against every `X`, and `eq_of_trace_mul_eq` identifies them. The other direction substitutes the partial trace for `R` and applies the trace relation.

```lean
/-- The partial trace of `ρ` is the one and only matrix `R` with `Tr(R X) = Tr(ρ (X ⊗ 1))` for
all `X`, and it is positive semidefinite whenever `ρ` is. -/
theorem partialTrace_characterization [Fintype m] [DecidableEq n]
    (ρ : Matrix (m × n) (m × n) ℂ) :
    (∀ R : Matrix m m ℂ,
      (∀ X : Matrix m m ℂ, (R * X).trace = (ρ * (X ⊗ₖ (1 : Matrix n n ℂ))).trace) ↔
        R = partialTrace ρ) ∧
    (ρ.PosSemidef → (partialTrace ρ).PosSemidef) := by
  refine ⟨fun R => ⟨fun h => ?_, fun h X => ?_⟩, partialTrace_posSemidef⟩
  · exact eq_of_trace_mul_eq fun X => (h X).trans (trace_partialTrace_mul ρ X).symm
  · rw [h, trace_partialTrace_mul]
```

The next theorem is closer to measurement, because the condition on `R` now concerns Hermitian observables only. The candidate `R` is not assumed to be Hermitian or positive; it may be any complex matrix on `m`. For finite-dimensional subsystems of a quantum system, such as a block of sites in a finite spin chain, the reduced density matrix is thus fixed by the expectation values of all observables on the block.

```lean
/-- A matrix `R` that gives `Tr(R X) = Tr(ρ (X ⊗ 1))` for every Hermitian observable `X` of the
first subsystem is the partial trace of `ρ`. -/
theorem eq_partialTrace_of_observables [Fintype m] [DecidableEq n]
    (ρ : Matrix (m × n) (m × n) ℂ) (R : Matrix m m ℂ)
    (h : ∀ X : Matrix m m ℂ, X.IsHermitian →
      (R * X).trace = (ρ * (X ⊗ₖ (1 : Matrix n n ℂ))).trace) :
    R = partialTrace ρ :=
  eq_of_trace_mul_hermitian_eq fun X hX => (h X hX).trans (trace_partialTrace_mul ρ X).symm
```

## Density matrices and product states

Positivity of the reduced matrix is already available, so only the trace is left. After `hρ.2` has been used to replace the number 1 by the trace of `ρ`, both sides are the same double sum over the diagonal.

```lean
/-- The partial trace of a density matrix is a density matrix. -/
theorem partialTrace_isDensityMatrix [Fintype m] {ρ : Matrix (m × n) (m × n) ℂ}
    (hρ : IsDensityMatrix ρ) : IsDensityMatrix (partialTrace ρ) := by
  refine ⟨partialTrace_posSemidef hρ.1, ?_⟩
  rw [← hρ.2]
  simp [partialTrace, Matrix.trace, Fintype.sum_prod_type]
```

For a product, the factor `A i j` does not depend on the summation index and is taken out of the sum by `Finset.mul_sum`. The matrices `A` and `B` are arbitrary, and the trace of `B` stays in the result as a scalar factor.

```lean
/-- The partial trace of a product `A ⊗ B` over the second subsystem is `A` multiplied by the
trace of `B`. -/
theorem partialTrace_kronecker (A : Matrix m m ℂ) (B : Matrix n n ℂ) :
    partialTrace (A ⊗ₖ B) = B.trace • A := by
  ext i j
  simp only [partialTrace, Matrix.of_apply, Matrix.kroneckerMap_apply, Matrix.smul_apply,
    Matrix.trace, Matrix.diag_apply, smul_eq_mul]
  rw [← Finset.mul_sum, mul_comm]
```

## A positive reduced matrix from an indefinite whole

Positivity passes from the whole to the part, but not back. In the order $(0,0),(0,1),(1,0),(1,1)$, the following matrix is $\operatorname{diag}(2,-1,2,-1)$. Its trace is 2. Divided by 2 it becomes $\operatorname{diag}(1,-\tfrac12,1,-\tfrac12)$, which has trace one and the partial trace $\tfrac12\,1$, the same reduced matrix as the entangled state of the opening.

```lean
/-- The diagonal two-qubit matrix with entry `2` where the second qubit is in state `0` and
entry `-1` where it is in state `1`. -/
noncomputable def signedMatrix : Matrix (Fin 2 × Fin 2) (Fin 2 × Fin 2) ℂ :=
  Matrix.diagonal fun p => if p.2 = 0 then 2 else -1
```

Each diagonal entry of the partial trace is $2+(-1)=1$, and the off-diagonal entries vanish because the matrix is diagonal; the proof separates these cases by `hij`. For the second claim, a positive semidefinite matrix would need a nonnegative diagonal entry at `(0, 1)`, where this one has $-1$. If a simulation produces a matrix for the whole system by a method that does not guarantee positivity, finding a positive reduced matrix therefore does not prove that the full matrix is positive.

```lean
/-- Positivity of the partial trace does not imply positivity of the whole: `signedMatrix` has
the identity as its partial trace but is not positive semidefinite. -/
theorem signedMatrix_counterexample :
    partialTrace signedMatrix = 1 ∧ ¬ signedMatrix.PosSemidef := by
  constructor
  · ext i j
    by_cases hij : i = j
    · subst hij
      norm_num [partialTrace, signedMatrix, Fin.sum_univ_two]
    · simp [partialTrace, signedMatrix, Matrix.diagonal_apply, hij]
  · intro h
    -- a positive semidefinite matrix has no negative diagonal entry
    have h0 : (0 : ℂ) ≤ signedMatrix (0, 1) (0, 1) := h.diag_nonneg
    have h1 := (Complex.le_def.mp h0).1
    norm_num [signedMatrix] at h1

end PartialTraceReducedState
```

```lean
#print axioms PartialTraceReducedState.partialTrace_characterization
#print axioms PartialTraceReducedState.partialTrace_isDensityMatrix
#print axioms PartialTraceReducedState.partialTrace_kronecker
#print axioms PartialTraceReducedState.signedMatrix_counterexample
```

```
'PartialTraceReducedState.partialTrace_characterization' depends on axioms: [propext, Classical.choice, Quot.sound]
'PartialTraceReducedState.partialTrace_isDensityMatrix' depends on axioms: [propext, Classical.choice, Quot.sound]
'PartialTraceReducedState.partialTrace_kronecker' depends on axioms: [propext, Classical.choice, Quot.sound]
'PartialTraceReducedState.signedMatrix_counterexample' depends on axioms: [propext, Classical.choice, Quot.sound]
```
